# Truncating $r_{12}$ on the unit sphere: the lost mean square falls as $1/(8L^4)$, the lost mean squared angular gradient as $1/(4L^2)$

Judged by its mean square, the distance $r_{12}$ between two points of the unit sphere seems well represented by its partial waves up to $L=2$: only 0.08% is missing. The same truncation loses 6% of the mean squared angular gradient, and so of the angular kinetic energy of $r_{12}$ taken as a wave function. A cutoff that suffices for the norm can therefore be far too low for the kinetic energy.

## Closed forms for the two losses

Let $\theta$ be the angle between the points and $x=\cos\theta$. For $0<t<1$, the Legendre generating function gives

$$\sqrt{1-2xt+t^2}=(1-2xt+t^2)\sum_l t^lP_l(x).$$

With $(2l+1)xP_l=(l+1)P_{l+1}+lP_{l-1}$, the coefficient of $P_l$ becomes $t^{l+2}/(2l+3)-t^l/(2l-1)$. Letting $t\to1$ gives

$$r_{12}=\sum_l c_lP_l(\cos\theta),\qquad c_l=\frac1{2l+3}-\frac1{2l-1}=\frac{-4}{(2l-1)(2l+3)}.$$

The $P_l$ are orthogonal with spherical mean square $1/(2l+1)$, and integrating the squared gradient by parts adds a factor $l(l+1)$. Wave $l$ thus contributes $n_l=c_l^2/(2l+1)$ to the mean square and $k_l=l(l+1)n_l$ to the mean squared gradient.

Put $u_l=1/((2l+1)(2l+3))$. Then

$$u_l-u_{l+1}=\frac4{(2l+1)(2l+3)(2l+5)},\qquad u_l+u_{l+1}=\frac2{(2l+1)(2l+5)}.$$

Twice their product is $n_{l+1}=2u_l^2-2u_{l+1}^2$. Since $4(l+1)(l+2)=(2l+1)(2l+5)+3$,

$$k_{l+1}=(u_l-u_{l+1})+\tfrac32(u_l^2-u_{l+1}^2).$$

Both sums telescope, and $u_l\to0$, so

$$\sum_{l>L}n_l=2u_L^2,\qquad \sum_{l>L}k_l=u_L+\tfrac32u_L^2.$$

Because $L^2u_L=1/((2+1/L)(2+3/L))\to1/4$, multiplying by $L^4$ and $L^2$ gives the limits $1/8$ and $1/4$. The ratio of the losses is $1/(2u_L)+3/4=2(L+1)^2+1/4$.

Adding $n_0=16/9$ and $k_0=0$ to the tails at $L=0$ gives totals $2$ and $1/2$. Direct integration agrees: with $r_{12}=2\sin(\theta/2)$,

$$\tfrac12\int_0^\pi 2(1-\cos\theta)\sin\theta\,d\theta=2,\qquad \tfrac12\int_0^\pi\tfrac{1+\cos\theta}2\sin\theta\,d\theta=\tfrac12.$$

## Choosing a cutoff for a correlation factor

Expanding $r_{12}$ in products of one-electron spherical harmonics up to $L$ keeps the waves $l\le L$. Explicitly correlated methods put $r_{12}$, or a function of it, into the wave function itself so as not to rely on this expansion. In this model, with both electrons fixed at the same radius, the relative losses are $u_L^2$ and $2u_L+3u_L^2$. To push each below 0.1%, the norm needs $L=2$ and the gradient $L=22$. These numbers do not carry over to an atom: at radii $1$ and $t<1$ the coefficients derived above carry a factor $t^l$, which damps the high waves.

## The coefficients and defects in Lean

```lean
import Mathlib

open Filter Topology

namespace SphereTruncation

noncomputable section
```

The coefficients enter as a definition; their derivation from $r_{12}$ is the one above. The index is cast to a real number before subtraction, so $2l-1$ is $-1$ at $l=0$.

```lean
/-- The coefficient `c_l` of the Legendre polynomial `P_l` in the partial-wave expansion of
the distance `r12` between two points of the unit sphere. -/
def partialWave (l : ℕ) : ℝ := 1 / (2 * (l : ℝ) + 3) - 1 / (2 * (l : ℝ) - 1)
```

The next two definitions are $n_l$ and $k_l$. The gradient is taken with respect to one point, without the kinetic-energy prefactor.

```lean
/-- The contribution `c_l² / (2l+1)` of the `l`-th partial wave to the mean square of `r12`. -/
def normWeight (l : ℕ) : ℝ := partialWave l ^ 2 / (2 * (l : ℝ) + 1)

/-- The contribution `l(l+1) c_l² / (2l+1)` of the `l`-th partial wave to the mean squared
angular gradient of `r12`. -/
def kineticWeight (l : ℕ) : ℝ :=
  (l : ℝ) * ((l : ℝ) + 1) * partialWave l ^ 2 / (2 * (l : ℝ) + 1)
```

The losses are infinite sums starting at $l=L+1$.

```lean
/-- The squared norm lost when all partial waves with `l > L` are dropped. -/
def normDefect (L : ℕ) : ℝ := ∑' k : ℕ, normWeight (L + 1 + k)

/-- The squared angular gradient lost when all partial waves with `l > L` are dropped. -/
def kineticDefect (L : ℕ) : ℝ := ∑' k : ℕ, kineticWeight (L + 1 + k)
```

Next come $u_L$ and the distance as a function of $\theta$.

```lean
/-- The cutoff scale `1 / ((2L+1)(2L+3))`. -/
def cutoffScale (L : ℕ) : ℝ := 1 / ((2 * (L : ℝ) + 1) * (2 * (L : ℝ) + 3))

/-- The distance between two points of the unit sphere seen from the centre under the
angle `θ` between `0` and `π`. -/
def chord (θ : ℝ) : ℝ := 2 * Real.sin (θ / 2)
```

## Telescoping and complete sums

The scale is squeezed between $0$ and $1/(L+1)$.

```lean
/-- The cutoff scale vanishes as the cutoff `L` grows. -/
theorem cutoffScale_tendsto : Tendsto cutoffScale atTop (𝓝 0) := by
  refine squeeze_zero (fun L => ?_) (fun L => ?_)
    (tendsto_one_div_add_atTop_nhds_zero_nat (𝕜 := ℝ))
  · unfold cutoffScale
    positivity
  · have hL : (0 : ℝ) ≤ L := Nat.cast_nonneg L
    exact one_div_le_one_div_of_le (by positivity) (by nlinarith)
```

The general lemma finds the partial sums $F_L-F_{L+n}$ by induction. Nonnegativity turns their limit into a `HasSum`, which states convergence together with the value; the $l=0$ term is then added.

The limit of $F$ must be zero, not merely exist: $w=0$ and $F=1$ satisfy the other hypotheses, yet the tail is $0$, not $1$.

```lean
/-- Nonnegative weights that are differences of consecutive values of a vanishing sequence `F`
have the tail sum `F L` above `L`, and the complete sum `F 0 + w 0`. -/
theorem telescoping_tail (w F : ℕ → ℝ) (hw : ∀ l, 0 ≤ w l)
    (hstep : ∀ l, w (l + 1) = F l - F (l + 1)) (hF : Tendsto F atTop (𝓝 0)) :
    (∀ L, HasSum (fun k => w (L + 1 + k)) (F L)) ∧ HasSum w (F 0 + w 0) := by
  have tail : ∀ L, HasSum (fun k => w (L + 1 + k)) (F L) := by
    intro L
    rw [hasSum_iff_tendsto_nat_of_nonneg (fun k => hw _)]
    have hs : ∀ n, ∑ k ∈ Finset.range n, w (L + 1 + k) = F L - F (L + n) := by
      intro n
      induction n with
      | zero => simp
      | succ n ih =>
        rw [Finset.sum_range_succ, ih, show L + 1 + n = (L + n) + 1 by omega, hstep,
          ← add_assoc L n 1]
        ring
    simp_rw [hs]
    have h : Tendsto (fun n => F (L + n)) atTop (𝓝 0) :=
      hF.comp (tendsto_atTop_mono (fun n => Nat.le_add_left n L) tendsto_id)
    have h' := h.const_sub (F L)
    rwa [sub_zero] at h'
  refine ⟨tail, ?_⟩
  have e : (fun k => w (k + 1)) = fun k => w (0 + 1 + k) := by
    funext k
    rw [show 0 + 1 + k = k + 1 by omega]
  have h1 : HasSum (fun k => w (k + 1)) (F 0) := by
    rw [e]
    exact tail 0
  have h2 := (hasSum_nat_add_iff 1).mp h1
  rwa [Finset.sum_range_one] at h2
```

For each weight, `field_simp` and `ring` verify the difference identity derived above.

```lean
/-- The norm weights sum to `2u²` above `L`, with `u` the cutoff scale, and to `2` in all. -/
theorem norm_sums : (∀ L, HasSum (fun k => normWeight (L + 1 + k)) (2 * cutoffScale L ^ 2)) ∧
    HasSum normWeight 2 := by
  have h := telescoping_tail normWeight (fun L => 2 * cutoffScale L ^ 2)
    (fun l => by unfold normWeight; positivity)
    (fun l => by
      simp only [normWeight, partialWave, cutoffScale, Nat.cast_add, Nat.cast_one]
      rw [show 2 * ((l : ℝ) + 1) - 1 = 2 * l + 1 by ring]
      field_simp
      ring)
    (by simpa using (cutoffScale_tendsto.pow 2).const_mul 2)
  refine ⟨h.1, ?_⟩
  convert h.2 using 1
  norm_num [normWeight, partialWave, cutoffScale]

/-- The gradient weights sum to `u + (3/2)u²` above `L`, with `u` the cutoff scale, and to
`1/2` in all. -/
theorem kinetic_sums : (∀ L, HasSum (fun k => kineticWeight (L + 1 + k))
    (cutoffScale L + 3 / 2 * cutoffScale L ^ 2)) ∧ HasSum kineticWeight (1 / 2) := by
  have h := telescoping_tail kineticWeight (fun L => cutoffScale L + 3 / 2 * cutoffScale L ^ 2)
    (fun l => by unfold kineticWeight; positivity)
    (fun l => by
      simp only [kineticWeight, partialWave, cutoffScale, Nat.cast_add, Nat.cast_one]
      rw [show 2 * ((l : ℝ) + 1) - 1 = 2 * l + 1 by ring]
      field_simp
      ring)
    (by simpa using cutoffScale_tendsto.add ((cutoffScale_tendsto.pow 2).const_mul (3 / 2)))
  refine ⟨h.1, ?_⟩
  convert h.2 using 1
  norm_num [kineticWeight, partialWave, cutoffScale]
```

## Agreement with the actual distance

Explicit antiderivatives evaluate the two angular integrals, and the results match the complete sums. This ties the totals to the chord, though equal totals do not by themselves identify each $c_l$.

```lean
/-- Parseval identity for the distance: the norm weights of all partial waves add up to the
mean of `r12²` over the sphere. -/
theorem norm_parseval :
    HasSum normWeight (1 / 2 * ∫ θ in (0 : ℝ)..Real.pi, chord θ ^ 2 * Real.sin θ) := by
  have hd : ∀ θ : ℝ, HasDerivAt (fun t => -2 * Real.cos t - Real.sin t * Real.sin t)
      (chord θ ^ 2 * Real.sin θ) θ := by
    intro θ
    have h := Real.cos_two_mul (θ / 2)
    rw [show 2 * (θ / 2) = θ by ring] at h
    have h2 := Real.sin_sq_add_cos_sq (θ / 2)
    refine (((Real.hasDerivAt_cos θ).const_mul (-2)).fun_sub
      ((Real.hasDerivAt_sin θ).fun_mul (Real.hasDerivAt_sin θ))).congr_deriv ?_
    unfold chord
    linear_combination 2 * Real.sin θ * (-h - 2 * h2)
  rw [intervalIntegral.integral_eq_sub_of_hasDerivAt (fun θ _ => hd θ)
    (Continuous.intervalIntegrable (by unfold chord; fun_prop) _ _)]
  convert norm_sums.2 using 1
  norm_num

/-- Parseval identity for the angular gradient: the gradient weights of all partial waves add
up to the mean of `(d r12 / dθ)²` over the sphere. -/
theorem kinetic_parseval :
    HasSum kineticWeight
      (1 / 2 * ∫ θ in (0 : ℝ)..Real.pi, deriv chord θ ^ 2 * Real.sin θ) := by
  have hc : deriv chord = fun θ => Real.cos (θ / 2) := by
    funext θ
    have h : HasDerivAt chord (2 * (Real.cos (θ / 2) * (1 / 2))) θ :=
      ((hasDerivAt_id' θ).div_const 2).sin.const_mul 2
    rw [h.deriv]
    ring
  have hd : ∀ θ : ℝ, HasDerivAt
      (fun t => (-1 / 2) * Real.cos t + (1 / 4) * (Real.sin t * Real.sin t))
      (Real.cos (θ / 2) ^ 2 * Real.sin θ) θ := by
    intro θ
    have h := Real.cos_two_mul (θ / 2)
    rw [show 2 * (θ / 2) = θ by ring] at h
    refine (((Real.hasDerivAt_cos θ).const_mul (-1 / 2)).fun_add
      (((Real.hasDerivAt_sin θ).fun_mul (Real.hasDerivAt_sin θ)).const_mul
        (1 / 4))).congr_deriv ?_
    linear_combination Real.sin θ / 2 * h
  rw [hc, intervalIntegral.integral_eq_sub_of_hasDerivAt (fun θ _ => hd θ)
    (Continuous.intervalIntegrable (by fun_prop) _ _)]
  convert kinetic_sums.2 using 1
  norm_num
```

## Rates and exact ratio

Here `hu` is the limit $L^2u_L\to1/4$. The closed forms replace the infinite sums through `tsum_eq`, and the limit rules finish both parts.

```lean
/-- Truncation rates of `r12` on the sphere: `L⁴` times the lost squared norm tends to `1/8`,
while `L²` times the lost squared angular gradient tends to `1/4`. -/
theorem truncation_rates :
    Tendsto (fun L : ℕ => (L : ℝ) ^ 4 * normDefect L) atTop (𝓝 (1 / 8)) ∧
    Tendsto (fun L : ℕ => (L : ℝ) ^ 2 * kineticDefect L) atTop (𝓝 (1 / 4)) := by
  -- the scale itself behaves as 1 / (4 L²)
  have hu : Tendsto (fun L : ℕ => (L : ℝ) ^ 2 * cutoffScale L) atTop (𝓝 (1 / 4)) := by
    have hv := tendsto_one_div_atTop_nhds_zero_nat (𝕜 := ℝ)
    have h := ((hv.const_add 2).mul ((hv.const_mul 3).const_add 2)).inv₀ (by norm_num)
    rw [show ((2 + 0) * (2 + 3 * 0) : ℝ)⁻¹ = 1 / 4 by norm_num] at h
    refine h.congr' ?_
    filter_upwards [eventually_gt_atTop 0] with L hL
    have hL' : (0 : ℝ) < L := Nat.cast_pos.mpr hL
    unfold cutoffScale
    field_simp
  constructor
  · have h := (hu.pow 2).const_mul 2
    rw [show (2 * (1 / 4) ^ 2 : ℝ) = 1 / 8 by norm_num] at h
    refine h.congr (fun L => ?_)
    rw [normDefect, (norm_sums.1 L).tsum_eq]
    ring
  · have h := hu.add ((hu.mul cutoffScale_tendsto).const_mul (3 / 2))
    rw [show (1 / 4 + 3 / 2 * (1 / 4 * 0) : ℝ) = 1 / 4 by norm_num] at h
    refine h.congr (fun L => ?_)
    rw [kineticDefect, (kinetic_sums.1 L).tsum_eq]
    ring
```

The ratio holds at every cutoff, including $L=0$, where it is $9/4$.

```lean
/-- At every cutoff `L` the lost squared angular gradient is exactly `2(L+1)² + 1/4` times the
lost squared norm. -/
theorem kinetic_to_norm_ratio (L : ℕ) :
    kineticDefect L = (2 * ((L : ℝ) + 1) ^ 2 + 1 / 4) * normDefect L := by
  rw [kineticDefect, normDefect, (kinetic_sums.1 L).tsum_eq, (norm_sums.1 L).tsum_eq]
  unfold cutoffScale
  field_simp
  ring

end

end SphereTruncation
```

```lean
#print axioms SphereTruncation.norm_parseval
-- 'SphereTruncation.norm_parseval' depends on axioms: [propext, Classical.choice, Quot.sound]
#print axioms SphereTruncation.kinetic_parseval
-- 'SphereTruncation.kinetic_parseval' depends on axioms: [propext, Classical.choice, Quot.sound]
#print axioms SphereTruncation.truncation_rates
-- 'SphereTruncation.truncation_rates' depends on axioms: [propext, Classical.choice, Quot.sound]
#print axioms SphereTruncation.kinetic_to_norm_ratio
-- 'SphereTruncation.kinetic_to_norm_ratio' depends on axioms: [propext, Classical.choice, Quot.sound]
```
